# The chemical potential of N electrons in n > N fixed levels tends to the HOMO–LUMO midpoint as T → 0

Let two levels e_0 ≤ e_1, each with room for one electron, hold one electron on average at temperature T > 0, measured in energy units so that T stands for k_B T. With chemical potential μ, the Fermi-Dirac occupation of a level ε is

f(ε) = 1 / (1 + exp((ε − μ)/T)).

The two occupations must sum to 1, so the hole in the lower level equals the electron in the upper one:

1 − f(e_0) = f(e_1).

The hole is also a Fermi function, with the sign of the exponent reversed, and the condition becomes

1 / (1 + exp((μ − e_0)/T)) = 1 / (1 + exp((e_1 − μ)/T)).

The exponents must agree, so μ − e_0 = e_1 − μ and μ = (e_0 + e_1)/2 at every temperature. With more levels, the holes below and the electrons above still balance in total, but the two sides can differ in their number of levels and in their spacings. This can move μ away from the midpoint, by an amount bounded by a constant times T.

## A window around midgap that closes linearly in T

Take n levels in non-decreasing order, numbered from zero as in the Lean file, and N electrons with 1 ≤ N < n. Each level holds at most one electron. Write h = N − 1 for the index of the last level filled when N electrons are placed in the levels in order, l = N for the first one left empty, and

m = (e_h + e_l)/2.

If the occupations at temperature T > 0 sum to N, then

m − T log(n − N) ≤ μ ≤ m + T log N.

Consequently, any function μ(T) that satisfies the number condition at every T > 0 tends to m as T decreases to zero. No strict gap is required. If e_h = e_l, the limit is that common level.

## Bracketing the root, and a flat electron count

A code with Fermi-Dirac smearing finds μ by solving for the electron number, often by bisection. For fixed levels that each hold at most one electron and count with weight one, and an integer electron number, the inequality supplies a bracket that contains every exact root. It also tests a reported Fermi level: with N = 1000, n − N = 1000 and T = 0.01 eV, the exact μ lies within about 0.07 eV of midgap.

A value of μ can fail this test even when its computed electron count looks perfect. Take levels at 0 and 1 eV, one electron, T = 0.01 eV and a trial value μ = 0.6 eV. The hole is about exp(−60) and the upper occupation about exp(−40). Both vanish next to 1 in double precision, so the computed sum is 1, although the exact chemical potential is 0.5 eV. Comparing the holes below with the electrons above retains the difference, provided that each hole is evaluated as a Fermi function and not by subtraction from 1.

## Holes below balance electrons above

Write f_i for f(e_i). With x = (e_i − μ)/T,

1 − f_i = exp(x) / (1 + exp(x)) = 1 / (1 + exp(−x)),

which is the Fermi function with the level and the chemical potential exchanged.

Now split the number condition at the gap. There are N levels with i < N, so subtracting their occupations from N gives

Σ_(i < N) (1 − f_i) = Σ_(i ≥ N) f_i.

All terms are positive. The hole in level h is therefore at most the whole left side. On the right there are n − N terms, none larger than f_l, because occupations do not increase with energy. Hence

1 − f_h ≤ (n − N) f_l.

Read in the other direction, f_l is at most the whole right side, and each of the N holes on the left is at most the hole in level h. Hence

f_l ≤ N (1 − f_h).

Introduce the reduced distances

a = (μ − e_h)/T,

b = (e_l − μ)/T.

Their sum is (e_l − e_h)/T ≥ 0, although either one may be negative. The two comparisons are now

1/(1 + exp(a)) ≤ (n − N)/(1 + exp(b)),

1/(1 + exp(b)) ≤ N/(1 + exp(a)).

Both have the same form, so one inequality settles them. Suppose that a + b ≥ 0, M ≥ 1 and

1/(1 + exp(a)) ≤ M/(1 + exp(b)).

Set p = exp(a/2) and q = exp(b/2). Then pq ≥ 1, and clearing denominators gives

1 + q² ≤ M(1 + p²).

We show that q ≤ Mp. If instead q > Mp, then q > p, since M ≥ 1. Multiplying the previous inequality by p gives

p(1 + q²) ≤ Mp(1 + p²) < q(1 + p²).

Moving everything to the left and factoring,

(q − p)(pq − 1) < 0.

But q − p > 0 and pq − 1 ≥ 0, which is a contradiction. So q ≤ Mp, and taking logarithms gives b/2 ≤ log M + a/2, that is,

b − a ≤ 2 log M.

Apply this with M = n − N. Since b − a = (e_h + e_l − 2μ)/T = 2(m − μ)/T, it yields

m − μ ≤ T log(n − N).

Apply it again with a and b exchanged and M = N:

μ − m ≤ T log N.

These are the two sides of the window. Both ends tend to m as T → 0, so μ(T) does as well. For n = 2 and N = 1 both logarithms vanish, which recovers the exact two-level result.

## The balance argument in Lean

`one_sub_fermi` is the particle-hole identity, and `fermi_anti` says that a higher level is occupied no more than a lower one. `sub_le_two_log` is the inequality in a, b and M. Its proof by contradiction forms the same products as above, and `nlinarith` combines them.

In `midgap_bounds`, the set `Finset.Iio l` contains the N levels below index `l`, and its complement contains the other n − N. The intermediate result `hb` is the balance of holes and electrons. From it, `h1` and `h2` derive the two comparisons: `Finset.single_le_sum` bounds one term by its sum, and `Finset.sum_le_card_nsmul` bounds a sum by the number of terms times a common upper bound. The hole in level h appears there as `fermi T (e h) μ`, with its last two arguments exchanged. The steps `k1` and `k2` apply the logarithmic inequality in its two orientations, and `linarith` rearranges the results.

`tendsto_midgap` squeezes μ(T) between two functions linear in T. `two_level_eq_midgap` puts n = 2 and N = 1 into the bounds and obtains equality.

```lean
import Mathlib

open Filter Topology

namespace MidgapFermiLevel

noncomputable section

/-- Fermi-Dirac occupation of a level `ε` at temperature `T ≠ 0` (in energy units) and chemical
potential `μ`. -/
def fermi (T μ ε : ℝ) : ℝ := 1 / (1 + Real.exp ((ε - μ) / T))

/-- The Fermi-Dirac occupations of the levels `e` at temperature `T ≠ 0` and chemical potential
`μ` sum to `N` electrons. -/
def IsChemicalPotential {ι : Type*} [Fintype ι] (e : ι → ℝ) (N : ℕ) (T μ : ℝ) : Prop :=
  ∑ i, fermi T μ (e i) = N

/-- The mean of the levels with indices `N - 1` and `N`, for `1 ≤ N < n`; indices in `Fin n` start
from zero. -/
def midgap {n : ℕ} (e : Fin n → ℝ) (N : ℕ) (h : N < n) : ℝ :=
  (e ⟨N - 1, (Nat.sub_le N 1).trans_lt h⟩ + e ⟨N, h⟩) / 2

/-- Every Fermi-Dirac occupation is positive. -/
theorem fermi_pos (T μ ε : ℝ) : 0 < fermi T μ ε := by
  unfold fermi
  positivity

/-- Particle-hole symmetry: the hole occupation is the Fermi function with level and chemical
potential exchanged. -/
theorem one_sub_fermi (T μ ε : ℝ) : 1 - fermi T μ ε = fermi T ε μ := by
  unfold fermi
  have hxy : Real.exp ((μ - ε) / T) * Real.exp ((ε - μ) / T) = 1 := by
    rw [← Real.exp_add, ← add_div]
    simp
  have hx : 1 + Real.exp ((ε - μ) / T) ≠ 0 := by positivity
  have hy : 1 + Real.exp ((μ - ε) / T) ≠ 0 := by positivity
  rw [sub_eq_iff_eq_add, div_add_div _ _ hy hx, eq_div_iff (mul_ne_zero hy hx)]
  linear_combination hxy

/-- At positive temperature a higher level is occupied no more than a lower one. -/
theorem fermi_anti {T μ ε ε' : ℝ} (hT : 0 < T) (h : ε ≤ ε') : fermi T μ ε' ≤ fermi T μ ε := by
  unfold fermi
  have h1 : Real.exp ((ε - μ) / T) ≤ Real.exp ((ε' - μ) / T) := by gcongr
  exact one_div_le_one_div_of_le (by positivity) (by linarith)

/-- If a hole factor is at most `M` times an electron factor, their reduced distances `a` and `b`
from the chemical potential, with `a + b ≥ 0` and `M ≥ 1`, satisfy `b - a ≤ 2 log M`. -/
theorem sub_le_two_log {a b M : ℝ} (hab : 0 ≤ a + b) (hM : 1 ≤ M)
    (h : 1 / (1 + Real.exp a) ≤ M * (1 / (1 + Real.exp b))) : b - a ≤ 2 * Real.log M := by
  have hp := Real.exp_pos (a / 2)
  have hq := Real.exp_pos (b / 2)
  have ea : Real.exp a = Real.exp (a / 2) ^ 2 := by rw [sq, ← Real.exp_add, add_halves]
  have eb : Real.exp b = Real.exp (b / 2) ^ 2 := by rw [sq, ← Real.exp_add, add_halves]
  have hpq : 1 ≤ Real.exp (a / 2) * Real.exp (b / 2) := by
    rw [← Real.exp_add]
    exact Real.one_le_exp (by linarith)
  rw [mul_one_div, div_le_div_iff₀ (by positivity) (by positivity), one_mul, ea, eb] at h
  -- the comparison survives with the square roots of the exponentials
  have hle : Real.exp (b / 2) ≤ M * Real.exp (a / 2) := by
    by_contra hcon
    have hlt := not_le.1 hcon
    have h0 : Real.exp (a / 2) ≤ M * Real.exp (a / 2) := le_mul_of_one_le_left hp.le hM
    have h1 := mul_le_mul_of_nonneg_left h hp.le
    have h2 := mul_lt_mul_of_pos_right hlt
      (by positivity : 0 < 1 + Real.exp (a / 2) ^ 2)
    have h3 := mul_nonneg (by linarith : 0 ≤ Real.exp (b / 2) - Real.exp (a / 2))
      (sub_nonneg.2 hpq)
    nlinarith
  have hlog := Real.log_le_log hq hle
  rw [Real.log_mul (by linarith) hp.ne', Real.log_exp, Real.log_exp] at hlog
  linarith

/-- At every positive temperature the chemical potential of `N` electrons in `n` sorted levels lies
between `midgap - T log (n - N)` and `midgap + T log N`. -/
theorem midgap_bounds {n N : ℕ} (hN : 1 ≤ N) (hNn : N < n) (e : Fin n → ℝ) (he : Monotone e)
    {T μ : ℝ} (hT : 0 < T) (hμ : IsChemicalPotential e N T μ) :
    midgap e N hNn - T * Real.log ((n : ℝ) - N) ≤ μ ∧
      μ ≤ midgap e N hNn + T * Real.log N := by
  unfold midgap
  set h : Fin n := ⟨N - 1, (Nat.sub_le N 1).trans_lt hNn⟩
  set l : Fin n := ⟨N, hNn⟩
  have hhl : h < l := show N - 1 < N by omega
  have hc : (Finset.Iio l).card = N := Fin.card_Iio _
  have hc' : ((Finset.Iio l)ᶜ.card : ℝ) = (n : ℝ) - N := by
    rw [Finset.card_compl, Fintype.card_fin, hc, Nat.cast_sub hNn.le]
  -- holes in the lowest N levels balance electrons in the others
  have hb : ∑ i ∈ Finset.Iio l, (1 - fermi T μ (e i)) =
      ∑ i ∈ (Finset.Iio l)ᶜ, fermi T μ (e i) := by
    have h1 := Finset.sum_add_sum_compl (Finset.Iio l) (fun i => fermi T μ (e i))
    have h2 : ∑ i, fermi T μ (e i) = N := hμ
    rw [Finset.sum_sub_distrib, Finset.sum_const, hc, nsmul_eq_mul, mul_one]
    linarith
  have h1 : fermi T (e h) μ ≤ ((n : ℝ) - N) * fermi T μ (e l) := by
    rw [← one_sub_fermi, ← hc', ← nsmul_eq_mul]
    refine (Finset.single_le_sum (f := fun i => 1 - fermi T μ (e i)) (fun i _ => ?_)
      (Finset.mem_Iio.2 hhl)).trans (hb.le.trans (Finset.sum_le_card_nsmul _ _ _ fun i hi => ?_))
    · show 0 ≤ 1 - fermi T μ (e i)
      rw [one_sub_fermi]
      exact (fermi_pos _ _ _).le
    · exact fermi_anti hT
        (he (not_lt.1 fun hlt => Finset.mem_compl.1 hi (Finset.mem_Iio.2 hlt)))
  have h2 : fermi T μ (e l) ≤ (N : ℝ) * fermi T (e h) μ := by
    rw [← one_sub_fermi T μ (e h), ← hc, ← nsmul_eq_mul]
    refine (Finset.single_le_sum (f := fun i => fermi T μ (e i))
      (fun i _ => (fermi_pos _ _ _).le) (Finset.mem_compl.2 (by simp))).trans
      (hb.ge.trans (Finset.sum_le_card_nsmul _ _ _ fun i hi => ?_))
    have hil : i < l := Finset.mem_Iio.1 hi
    have hi' : i.val < N := hil
    have hih : i ≤ h := show i.val ≤ N - 1 by omega
    exact sub_le_sub_left (fermi_anti hT (he hih)) 1
  have hgap : 0 ≤ (μ - e h) / T + (e l - μ) / T := by
    rw [← add_div]
    exact div_nonneg (by linarith [he hhl.le]) hT.le
  have hN1 : (1 : ℝ) ≤ N := by exact_mod_cast hN
  have hn1 : (N : ℝ) + 1 ≤ n := by exact_mod_cast hNn
  have k1 := sub_le_two_log (a := (μ - e h) / T) (b := (e l - μ) / T) hgap (by linarith) h1
  have k2 := sub_le_two_log (a := (e l - μ) / T) (b := (μ - e h) / T) (by linarith) hN1 h2
  rw [← sub_div, div_le_iff₀ hT] at k1 k2
  constructor <;> linarith

/-- As the temperature decreases to zero, the chemical potential of `N` electrons in `n` sorted
levels tends to the mean of the `N`-th and `(N+1)`-th levels. -/
theorem tendsto_midgap {n N : ℕ} (hN : 1 ≤ N) (hNn : N < n) (e : Fin n → ℝ) (he : Monotone e)
    (μ : ℝ → ℝ) (hμ : ∀ T, 0 < T → IsChemicalPotential e N T (μ T)) :
    Tendsto μ (𝓝[>] 0) (𝓝 (midgap e N hNn)) := by
  have key : ∀ c : ℝ, Tendsto (fun T : ℝ => midgap e N hNn + T * c) (𝓝[>] 0)
      (𝓝 (midgap e N hNn)) := fun c =>
    ((by fun_prop : Continuous fun T : ℝ => midgap e N hNn + T * c).tendsto' 0 _
      (by simp)).mono_left nhdsWithin_le_nhds
  -- squeeze between the two bounds, both linear in T
  refine tendsto_of_tendsto_of_tendsto_of_le_of_le' (key (-Real.log ((n : ℝ) - N)))
    (key (Real.log N)) ?_ ?_
  · filter_upwards [self_mem_nhdsWithin] with T hT
    linarith [(midgap_bounds hN hNn e he hT (hμ T hT)).1]
  · filter_upwards [self_mem_nhdsWithin] with T hT
    exact (midgap_bounds hN hNn e he hT (hμ T hT)).2

/-- For one electron in two sorted levels the chemical potential equals the mean of the levels at
every positive temperature. -/
theorem two_level_eq_midgap (e : Fin 2 → ℝ) (he : Monotone e) {T μ : ℝ} (hT : 0 < T)
    (hμ : IsChemicalPotential e 1 T μ) : μ = midgap e 1 one_lt_two := by
  have h := midgap_bounds le_rfl one_lt_two e he hT hμ
  have h1 : ((2 : ℕ) : ℝ) - ((1 : ℕ) : ℝ) = 1 := by norm_num
  rw [h1, Nat.cast_one, Real.log_one, mul_zero, sub_zero, add_zero] at h
  exact le_antisymm h.2 h.1

end

end MidgapFermiLevel
```

```lean
#print axioms MidgapFermiLevel.tendsto_midgap
-- 'MidgapFermiLevel.tendsto_midgap' depends on axioms: [propext, Classical.choice, Quot.sound]
#print axioms MidgapFermiLevel.two_level_eq_midgap
-- 'MidgapFermiLevel.two_level_eq_midgap' depends on axioms: [propext, Classical.choice, Quot.sound]
```

## Fixed levels and an exact electron count

The spectrum is a function `e : Fin n → ℝ`, that is, n real energies with indices 0 to n − 1. The hypothesis `Monotone e` says that they are sorted in non-decreasing order, with degeneracies allowed. `hN` and `hNn` state 1 ≤ N and N < n, so that there is at least one electron and at least one level left over. `midgap e N hNn` is the quantity m; it takes the proof of N < n as an argument because index N must exist.

`IsChemicalPotential e N T μ` says that the occupations sum exactly to the natural number N. It expresses the physical condition that the mean electron number in the grand-canonical ensemble equals the number of electrons in the system. `midgap_bounds` holds at each single T > 0 for every μ with this property.

In `tendsto_midgap`, μ is a function of temperature, and the number condition is assumed at every positive T. The filter `𝓝[>] 0` means that T approaches zero from above, so the values of the function at T ≤ 0 play no role. Continuity of μ(T) is not assumed.

That a suitable μ exists at each T > 0 is a hypothesis of the limit theorem. It follows from a standard argument that is not formalised here: the electron count rises continuously from 0 to n as μ runs over the real line, and so it takes the value N.

The energies do not depend on temperature or occupation. In a self-consistent calculation the theorem at one temperature applies to the final set of levels, but the limit theorem does not follow those levels as T changes. The bounds are also specific to Fermi-Dirac occupations, and other smearing functions need their own estimates. Finally, the theorems concern exact real numbers. A solver that accepts an electron count within a tolerance need not have met their hypothesis, as the example with μ = 0.6 eV shows.

## Levels with k-point or spin weights

The number condition could have been modelled with positive weights w_i, as in a Brillouin-zone sum:

Σ_i w_i f_i = Q,

where Q is the number of electrons, counted per unit cell in a crystal. If the weights of the levels up to some index h sum exactly to Q, and l = h + 1 is the next level, the balance of holes and electrons survives in weighted form, and the limit is still midgap. The factors in the comparisons change: n − N becomes the total weight above the gap divided by w_h, and N becomes the total weight below it divided by w_l. Where such a ratio is less than 1, it is replaced by 1 before the logarithm is taken.

If Q instead falls strictly inside the weight of one level, that level stays partly filled and μ tends to its energy. The unweighted model with an integer N avoids this case distinction. It covers spin when each spin orbital is listed as a separate level.
